# Aharonov–Bohm caging on the infinite diamond chain: with unit hopping and half a flux quantum per diamond, H³ = 4H and the only energies are 0 and ±2

A particle hopping along a perfect chain normally spreads without limit. Now let the chain consist of diamonds joined at their corners, and thread each diamond with a magnetic flux. Between one junction of two diamonds and the next there are two paths, and at half a flux quantum (a flux of $h/2e$ for an electron, the full quantum being $h/e$) their amplitudes have opposite signs. A particle that starts on a junction can then never be found on the next junction. How far can it get from an arbitrary starting state, and which energies are left?

For one non-interacting particle on an infinite, disorder-free chain, both answers follow from a single cubic identity for the Hamiltonian. This makes the model an exact reference case for flat bands and for a lattice propagator.

```lean
import Mathlib

open ComplexConjugate

namespace DiamondChainCage

noncomputable section
```

## The chain and its Hamiltonian

Each cell $n\in\mathbb Z$ contains a hub $A_n$, where two diamonds meet, and two rim sites $B_n$ and $C_n$, which lie between $A_n$ and $A_{n+1}$. The type `Site` has one constructor for each kind of site.

```lean
/-- The sites of the infinite diamond chain: in each cell `n` a hub `A n` and two
rim sites `B n` and `C n`. -/
inductive Site
  | A (n : ℤ)
  | B (n : ℤ)
  | C (n : ℤ)
```

To say how far an amplitude has travelled, we need the cell number of a site. All three sites of cell $n$ have the number $n$.

```lean
/-- The number of the cell to which a site belongs. -/
def cell : Site → ℤ
  | .A n => n
  | .B n => n
  | .C n => n
```

A state is any function $\psi$ from sites to complex numbers, in Lean `Site → ℂ`. No decay or normalisation is required, so extended waves and even growing sequences are included. Write $a_n,b_n,c_n$ for the amplitudes on $A_n,B_n,C_n$. All on-site energies are zero and all bonds have amplitude 1, except that the bond between $C_n$ and $A_{n+1}$ carries a complex number $u$:

$$
\begin{aligned}
(H\psi)(A_n)&=b_n+c_n+b_{n-1}+\bar u\,c_{n-1},\\
(H\psi)(B_n)&=a_n+a_{n+1},\\
(H\psi)(C_n)&=a_n+u\,a_{n+1}.
\end{aligned}
$$

The conjugate $\bar u$ on the reverse hop is what Hermiticity demands. When $|u|=1$, the phase of $u$ is the Aharonov–Bohm phase around one diamond, up to the sense of circulation, and $u=-1$ is half a flux quantum. Energies are in units of the hopping amplitude.

```lean
/-- The hopping Hamiltonian of the diamond chain. All bonds have amplitude 1, except that
`C n` and `A (n+1)` are joined by the complex amplitude `u` (its conjugate in reverse). -/
def hop (u : ℂ) (ψ : Site → ℂ) : Site → ℂ
  | .A n => ψ (.B n) + ψ (.C n) + ψ (.B (n - 1)) + conj u * ψ (.C (n - 1))
  | .B n => ψ (.A n) + ψ (.A (n + 1))
  | .C n => ψ (.A n) + u * ψ (.A (n + 1))
```

$H$ is linear, since each line above is a fixed linear combination of amplitudes. Additivity is checked separately on the three kinds of site.

```lean
/-- The Hamiltonian respects superposition. -/
theorem hop_add (u : ℂ) (ψ φ : Site → ℂ) : hop u (ψ + φ) = hop u ψ + hop u φ := by
  funext s
  cases s <;> simp only [hop, Pi.add_apply] <;> ring
```

The same holds for multiplication by a complex number $a$. The conjugation acts on $u$ only, never on the state, so $a$ comes out unconjugated.

```lean
/-- The Hamiltonian commutes with multiplication of the state by a complex number. -/
theorem hop_smul (u a : ℂ) (ψ : Site → ℂ) : hop u (a • ψ) = a • hop u ψ := by
  funext s
  cases s <;> simp only [hop, Pi.smul_apply, smul_eq_mul] <;> ring
```

## Two paths cancel, and H³ = 4H

Apply $H$ twice and look at a hub. For general $u$,

$$
\begin{aligned}
(H^2\psi)(A_n)&=(a_n+a_{n+1})+(a_n+u\,a_{n+1})+(a_{n-1}+a_n)+\bar u\,(a_{n-1}+u\,a_n)\\
&=(3+|u|^2)\,a_n+(1+u)\,a_{n+1}+(1+\bar u)\,a_{n-1}.
\end{aligned}
$$

The factor $1+u$ is the sum over the two paths between neighbouring hubs. At $u=-1$ it vanishes, and $(H^2\psi)(A_n)=4a_n$ for every $\psi$.

The third power follows. On a hub, apply this result to the state $H\psi$, which gives $(H^3\psi)(A_n)=4(H\psi)(A_n)$. On the rim,

$$
(H^3\psi)(B_n)=(H^2\psi)(A_n)+(H^2\psi)(A_{n+1})=4(a_n+a_{n+1})=4(H\psi)(B_n),
$$

and likewise on $C_n$ with a minus sign before the second term. Hence $H^3=4H$ on all sequences.

The Lean proof takes the three kinds of site in turn, expands all three hops at once, identifies cell $n+1-1$ with cell $n$, and leaves the cancellation to `ring`.

```lean
/-- With bond amplitude `-1` the Hamiltonian satisfies `H³ = 4H` on every sequence of
amplitudes. -/
theorem hop_cube (ψ : Site → ℂ) :
    hop (-1) (hop (-1) (hop (-1) ψ)) = (4 : ℂ) • hop (-1) ψ := by
  funext s
  -- the two paths from a hub to the next one cancel
  cases s <;> simp only [hop, Pi.smul_apply, smul_eq_mul, add_sub_cancel_right,
    sub_add_cancel, map_neg, map_one] <;> ring
```

No other complex $u$ will do. Put the particle on the hub $A_2$, so that $a_2=1$ and all other amplitudes vanish, and look at $B_0$ after three hops:

$$
(H^3\psi)(B_0)=(H^2\psi)(A_0)+(H^2\psi)(A_1)=0+(1+u),\qquad 4(H\psi)(B_0)=4(a_0+a_1)=0 .
$$

The identity therefore forces $u=-1$. In the proof, `φ` is this initial state and `h0` is the resulting equation for $u$.

Without flux, at $u=1$, the energies change as well. The uniform state $a_n=1$, $b_n=c_n=1/\sqrt2$ satisfies $H\psi=2\sqrt2\,\psi$, and $2\sqrt2$ is none of $0,\pm2$.

```lean
/-- Among all complex amplitudes `u` of the special bond, `H³ = 4H` holds on all sequences
exactly when `u = -1`. -/
theorem cube_iff (u : ℂ) :
    (∀ ψ, hop u (hop u (hop u ψ)) = (4 : ℂ) • hop u ψ) ↔ u = -1 := by
  constructor
  · intro h
    -- start on the hub of cell 2 and look at `B 0` after three hops
    let φ : Site → ℂ := fun s => match s with
      | .A n => if n = 2 then 1 else 0
      | .B _ => 0
      | .C _ => 0
    have h0 := congrFun (h φ) (.B 0)
    norm_num [hop, φ] at h0
    linear_combination h0
  · rintro rfl
    exact hop_cube
```

## Eigenstates that fit inside a cage

From here on $u=-1$. States of finite support are conveniently written with the indicator $\delta_m(n)$, which is 1 for $n=m$ and 0 otherwise.

```lean
/-- The indicator of cell `m`: 1 if `n = m` and 0 otherwise. -/
def delta (m n : ℤ) : ℂ := if n = m then 1 else 0
```

The first kind of state is centred on the hub $A_m$. It has amplitude $E$ there, $1$ on $B_m$, $C_m$ and $B_{m-1}$, and $-1$ on $C_{m-1}$. For $E=\pm2$ its squared norm is $4+4=8$. The normalised state thus has $\pm1/\sqrt2$ on the hub and amplitudes of modulus $1/(2\sqrt2)$ on the rim.

```lean
/-- A state on the hub `A m`, with amplitude `E`, and its four neighbouring rim sites, with
amplitudes `1` and `-1`. -/
def hubState (E : ℂ) (m : ℤ) : Site → ℂ
  | .A n => E * delta m n
  | .B n => delta m n + delta m (n + 1)
  | .C n => delta m n - delta m (n + 1)
```

The second kind has no amplitude on hubs. It has $1$ on $B_m$ and $-1$ on $C_m$, $B_{m+1}$ and $C_{m+1}$. Its squared norm is 4, so the normalised amplitudes are $\pm\tfrac12$.

```lean
/-- A state on the four rim sites of the cells `m` and `m + 1`, with no amplitude on hubs. -/
def rimState (m : ℤ) : Site → ℂ
  | .A _ => 0
  | .B n => delta m n - delta m (n - 1)
  | .C n => -delta m n - delta m (n - 1)
```

For the hub-centred state, the central hub receives $1+1+1-(-1)=4$, which must equal $E\cdot E$. The neighbouring hub $A_{m+1}$ receives $b_m-c_m=1-1=0$, and $A_{m-1}$ receives $b_{m-1}+c_{m-1}=1-1=0$. The four rim sites receive $E$ times their own amplitudes. So $H\psi=E\psi$ whenever $E^2=4$. This condition enters the proof only at hubs, where `linear_combination` uses `hE`.

```lean
/-- If `E² = 4`, the five-site state around any hub is mapped by the Hamiltonian with bond
amplitude `-1` to `E` times itself. -/
theorem hop_hubState (E : ℂ) (hE : E ^ 2 = 4) (m : ℤ) :
    hop (-1) (hubState E m) = E • hubState E m := by
  funext s
  rcases s with n | n | n <;> simp only [hop, hubState, Pi.smul_apply, smul_eq_mul,
    sub_add_cancel, map_neg, map_one]
  · linear_combination (-delta m n) * hE
  · ring
  · ring
```

For the rim state, only hubs can receive anything:

$$
\begin{aligned}
A_m:&\quad b_m+c_m=1-1=0,\\
A_{m+1}:&\quad b_{m+1}+c_{m+1}+b_m-c_m=-1-1+1+1=0,\\
A_{m+2}:&\quad b_{m+1}-c_{m+1}=-1+1=0 .
\end{aligned}
$$

This is a state of energy zero. It also shows why one factor of $H$ must not be cancelled from $H^3=4H$: the result $H^2=4$ is true on hub amplitudes, but it fails on this state, and a calculation based on it would lose the energy 0 altogether.

```lean
/-- The four-site rim state at any cell is annihilated by the Hamiltonian with bond
amplitude `-1`. -/
theorem hop_rimState (m : ℤ) : hop (-1) (rimState m) = 0 := by
  funext s
  cases s <;> simp only [hop, rimState, Pi.zero_apply, map_neg, map_one] <;> ring
```

## The complete list of energies

Let $H\psi=E\psi$ with $\psi\neq0$. The cubic identity gives $E^3\psi=4E\psi$. At a site where $\psi$ is non-zero we may divide by its amplitude, so

$$
E(E-2)(E+2)=0 .
$$

The localised states above realise all three values. In the theorem $E$ is any complex number and $\psi$ any non-zero sequence; neither Hermiticity nor normalisability is used to restrict the energies. The first half of the proof picks the site `s` and factorises the cubic. The second half exhibits `rimState 0`, `hubState 2 0` and `hubState (-2) 0`, each shown to be non-zero at one site.

Since such states exist around every cell $m$, each energy belongs to a whole row of localised states, which in Bloch language is a flat band.

```lean
/-- With bond amplitude `-1`, a number `E` is an eigenvalue of the Hamiltonian on arbitrary
sequences of amplitudes if and only if it is 0, 2 or -2. -/
theorem eigenvalue_iff (E : ℂ) :
    (∃ ψ : Site → ℂ, ψ ≠ 0 ∧ hop (-1) ψ = E • ψ) ↔ E = 0 ∨ E = 2 ∨ E = -2 := by
  constructor
  · rintro ⟨ψ, h0, hE⟩
    obtain ⟨s, hs⟩ := Function.ne_iff.mp h0
    -- the cubic identity, evaluated on the eigenvector at a site where it is non-zero
    have h := congrFun (hop_cube ψ) s
    simp only [hE, hop_smul, Pi.smul_apply, smul_eq_mul] at h
    have h1 : (E * ((E - 2) * (E + 2))) * ψ s = 0 := by linear_combination h
    have h2 := (mul_eq_zero.mp h1).resolve_right hs
    rcases mul_eq_zero.mp h2 with h3 | h3
    · exact Or.inl h3
    · rcases mul_eq_zero.mp h3 with h4 | h4
      · exact Or.inr (Or.inl (by linear_combination h4))
      · exact Or.inr (Or.inr (by linear_combination h4))
  · rintro (rfl | rfl | rfl)
    · refine ⟨rimState 0, fun h => ?_, by rw [hop_rimState, zero_smul]⟩
      have h1 := congrFun h (.B 0)
      norm_num [rimState, delta] at h1
    · refine ⟨hubState 2 0, fun h => ?_, hop_hubState 2 (by norm_num) 0⟩
      have h1 := congrFun h (.A 0)
      norm_num [hubState, delta] at h1
    · refine ⟨hubState (-2) 0, fun h => ?_, hop_hubState (-2) (by norm_num) 0⟩
      have h1 := congrFun h (.A 0)
      norm_num [hubState, delta] at h1
```

## Time evolution in closed form

With $\hbar=1$ the propagator is $e^{-iHt}$. From $H^3=4H$ we get $H^{2k+1}=4^kH$ for $k\ge0$ and $H^{2k}=4^{k-1}H^2$ for $k\ge1$. Inserting these powers in the exponential series and summing the odd and even terms separately gives

$$
\psi(t)=\psi-\frac{i}{2}\sin(2t)\,H\psi+\frac{\cos(2t)-1}{4}\,H^2\psi .
$$

Lean takes this formula as the definition of `evolve`, so no convergence question arises for the exponential of $H$ on arbitrary sequences.

```lean
/-- The state `ψ - (i/2) sin(2t) Hψ + (1/4)(cos(2t) - 1) H²ψ`, where `H` has bond
amplitude `-1`. -/
def evolve (ψ : Site → ℂ) (t : ℝ) : Site → ℂ :=
  ψ + (-Complex.I / 2 * ((Real.sin (2 * t) : ℝ) : ℂ)) • hop (-1) ψ
    + ((((Real.cos (2 * t) : ℝ) : ℂ) - 1) / 4) • hop (-1) (hop (-1) ψ)
```

The formula must then be shown to solve the Schrödinger equation. At $t=0$ it returns $\psi$. Its time derivative is

$$
\dot\psi(t)=-i\cos(2t)\,H\psi-\tfrac12\sin(2t)\,H^2\psi ,
$$

while applying $-iH$ to $\psi(t)$ gives

$$
-iH\psi-\tfrac12\sin(2t)\,H^2\psi-\frac{i(\cos(2t)-1)}{4}\,H^3\psi .
$$

Replacing $H^3\psi$ by $4H\psi$ makes the two expressions equal. In the proof, `hs` and `hc` are the derivatives of the sine and the cosine, `h` assembles them, and `hop_cube` performs the replacement. The derivative is taken site by site.

The theorem says that `evolve` is a solution; that it is the only one can be seen by hand. The difference of two solutions starts from zero, its hub amplitudes obey $\ddot a_n=-4a_n$ with zero initial data and so stay zero, and the rim amplitudes then have zero derivative.

```lean
/-- `evolve ψ` starts from `ψ` and solves the Schrödinger equation `dψ/dt = -i H ψ` (with
`ħ = 1` and bond amplitude `-1`) at every site. -/
theorem evolve_schrodinger (ψ : Site → ℂ) :
    evolve ψ 0 = ψ ∧ ∀ (t : ℝ) (s : Site),
      HasDerivAt (fun x => evolve ψ x s) (-Complex.I * hop (-1) (evolve ψ t) s) t := by
  refine ⟨by simp [evolve], fun t s => ?_⟩
  have hs : HasDerivAt (fun x : ℝ => ((Real.sin (2 * x) : ℝ) : ℂ))
      (2 * ((Real.cos (2 * t) : ℝ) : ℂ)) t :=
    (((hasDerivAt_id' t).const_mul (2 : ℝ)).sin.ofReal_comp).congr_deriv
      (by push_cast; ring)
  have hc : HasDerivAt (fun x : ℝ => ((Real.cos (2 * x) : ℝ) : ℂ))
      (-2 * ((Real.sin (2 * t) : ℝ) : ℂ)) t :=
    (((hasDerivAt_id' t).const_mul (2 : ℝ)).cos.ofReal_comp).congr_deriv
      (by push_cast; ring)
  have h := (((hs.const_mul (-Complex.I / 2)).mul_const (hop (-1) ψ s)).const_add
    (ψ s)).fun_add (((hc.sub_const (1 : ℂ)).div_const 4).mul_const
      (hop (-1) (hop (-1) ψ) s))
  refine h.congr_deriv ?_
  -- the third power of the Hamiltonian is reduced to the first
  simp only [evolve, hop_add, hop_smul, hop_cube, Pi.add_apply, Pi.smul_apply, smul_eq_mul]
  linear_combination (-(((Real.sin (2 * t) : ℝ) : ℂ) / 2
    * hop (-1) (hop (-1) ψ) s)) * Complex.I_sq
```

## No amplitude beyond the neighbouring cell

The solution contains only $\psi$, $H\psi$ and $H^2\psi$. One hop changes the cell number by at most one. Two hops do so as well: from a hub they lead to the same hub or a neighbouring one, and from a rim site to rim sites of the same or a neighbouring cell. This much is true for any $u$. The flux is needed because it makes the propagator stop at the second power of $H$.

So if $\psi$ vanishes in the cell of a site $s$ and in both adjacent cells, the amplitude at $s$ is zero at all times. Read from the other end, a particle prepared in cell $m$ stays within cells $m-1$, $m$ and $m+1$ forever. Started on the hub $A_m$, it has amplitude $\cos 2t$ there and $\mp\tfrac i2\sin 2t$ on the four surrounding rim sites, so it breathes in and out of its cage.

The adjacent cells have to be empty too. A particle started on $A_{n+1}$ leaves cell $n$ empty at first, yet its amplitude at $B_n$ is $-\tfrac i2\sin 2t$.

In the proof, `key` turns the hypothesis into vanishing amplitudes on the nine sites of the three cells. Expanding `evolve` at each kind of site then leaves only zeros.

```lean
/-- Caging: if the initial state vanishes in the cell of `s` and in the two adjacent cells,
then the amplitude of `evolve ψ t` at `s` is zero at all times. -/
theorem evolve_caged (ψ : Site → ℂ) (s : Site)
    (h : ∀ r, cell s - 1 ≤ cell r → cell r ≤ cell s + 1 → ψ r = 0) (t : ℝ) :
    evolve ψ t s = 0 := by
  have key : ∀ k, cell s - 1 ≤ k → k ≤ cell s + 1 →
      ψ (.A k) = 0 ∧ ψ (.B k) = 0 ∧ ψ (.C k) = 0 :=
    fun k h1 h2 => ⟨h (.A k) h1 h2, h (.B k) h1 h2, h (.C k) h1 h2⟩
  obtain ⟨a0, b0, c0⟩ := key (cell s) (by omega) (by omega)
  obtain ⟨a1, b1, c1⟩ := key (cell s + 1) (by omega) (by omega)
  obtain ⟨a2, b2, c2⟩ := key (cell s - 1) (by omega) (by omega)
  clear key h
  -- two hops reach no further than the adjacent cells
  rcases s with n | n | n <;> simp only [cell] at a0 b0 c0 a1 b1 c1 a2 b2 c2 <;>
    simp [evolve, hop, a0, b0, c0, a1, b1, c1, a2, b2, c2]

end

end DiamondChainCage
```

```lean
#print axioms DiamondChainCage.cube_iff
#print axioms DiamondChainCage.eigenvalue_iff
#print axioms DiamondChainCage.evolve_schrodinger
#print axioms DiamondChainCage.evolve_caged
```

```
'DiamondChainCage.cube_iff' depends on axioms: [propext, Classical.choice, Quot.sound]
'DiamondChainCage.eigenvalue_iff' depends on axioms: [propext, Classical.choice, Quot.sound]
'DiamondChainCage.evolve_schrodinger' depends on axioms: [propext, Classical.choice, Quot.sound]
'DiamondChainCage.evolve_caged' depends on axioms: [propext, Classical.choice, Quot.sound]
```
